# Inverse iteration never raises the energy when the Hamiltonian and overlap matrices are positive definite

## Can a single step from a poor start go uphill?

Let \(H\) be the Hamiltonian matrix and \(S\) the overlap matrix of a finite, non-orthogonal basis, both positive definite. For a nonzero coefficient vector \(x\), the energy is the Rayleigh quotient

\[
E(x)=\frac{x^\dagger Hx}{x^\dagger Sx},
\]

and one step of inverse iteration replaces \(x\) by \(y=H^{-1}Sx\).

I understand why many steps favour the low eigenvalues: each step divides every eigenvector component by its eigenvalue. But that is an argument about the long run. The vector \(y\) is not chosen by minimising \(E\), so I don't see what keeps the energy from rising in an early step, when \(x\) is a bad mixture of states. And if the energy stays exactly the same from one step to the next, have I found an eigenvector, or could the iteration just be pausing?

## The energy drop is a weighted sum of two squared distances

The energy cannot rise, not even in the first step, and it stays the same only if \(x\) is already a generalised eigenvector. Both facts follow from an exact formula for the drop.

Write

\[
a=x^\dagger Hx,\qquad b=x^\dagger Sx,\qquad c=y^\dagger Sy,\qquad d=y^\dagger Hy .
\]

The step solves \(Hy=Sx\). Since \(S\) is invertible and \(x\neq0\), the right-hand side is nonzero, so \(y\neq0\) and all four numbers are positive. The same linear system fixes the cross terms:

\[
y^\dagger Hx=(Hy)^\dagger x=(Sx)^\dagger x=b,\qquad
y^\dagger Sx=y^\dagger Hy=d .
\]

Now measure how far \(x\) is from a multiple of \(y\), first with \(H\) as the metric and then with \(S\). For real \(t\),

\[
(x-ty)^\dagger H(x-ty)=a-2tb+t^2d,\qquad
(x-ty)^\dagger S(x-ty)=b-2td+t^2c .
\]

Put \(t=b/d\) in the first expression and divide by \(b\). Put \(t=d/c\) in the second and divide by \(d\). This gives

\[
\frac1b\left(a-\frac{b^2}{d}\right)=\frac ab-\frac bd,\qquad
\frac1d\left(b-\frac{d^2}{c}\right)=\frac bd-\frac dc .
\]

In the sum, \(b/d\) cancels:

\[
E(x)-E(y)=\frac ab-\frac dc
=\frac{\left\|x-\frac bd\,y\right\|_H^2}{b}+\frac{\left\|x-\frac dc\,y\right\|_S^2}{d}\;\ge 0,
\]

where \(\|z\|_A^2=z^\dagger Az\).

If the drop is zero, both terms vanish. The first then gives \(x=(b/d)\,y\), and applying \(H\) gives \(Hx=(b/d)\,Sx\), so \(x\) is a generalised eigenvector. Conversely, suppose \(Hx=E\,Sx\) with \(E\) real. Then \(x=E\,H^{-1}Sx=E\,y\), hence \(Hy=Sx=E\,Sy\), and both vectors have energy \(E\).

So an energy that stands still does mean an eigenvector, but not necessarily the ground state: started exactly on an excited eigenvector, the iteration stays there.

## What the theorems say, and for which matrices

The basis functions are labelled by an arbitrary finite type `n`, and vectors and matrices have complex entries. The definitions are:

- `expval A x` is the real part of \(x^\dagger Ax\). Despite its name, it is not divided by a norm.
- `rayleigh H S x` is the energy \(E(x)\). It does not change when \(x\) is rescaled, so normalising after each step leaves all energies as they are.
- `invStep H S x` is \(H^{-1}Sx\), with the exact matrix inverse.

The hypotheses `H.PosDef` and `S.PosDef` include Hermiticity. For \(S\), positive definiteness expresses that the basis functions are linearly independent. For \(H\), it says that every energy in the basis is positive, which depends on where the zero of energy lies.

The main theorem, `inverse_iteration_energy_le`, states for nonzero `x` that the energy after the step is at most the energy before it, and that the two are equal if and only if there is a real `E` with \(Hx=E\,Sx\). The formula for the drop is `energy_drop`. The theorem `energy_antitone` says that the energies of the iterates `(invStep H S)^[k] x` form a non-increasing sequence in `k`. None of these gives a rate of convergence or identifies the limit.

The condition on \(H\) matters. `indefinite_energy_rises` takes \(H=\mathrm{diag}(-2,1)\), \(S=\mathrm{diag}(2,2)\) and \(x=(1,1)\). The step gives \(y=(-1,2)\), and the energy goes up from \(-1/4\) to \(1/5\). With unit norm in the metric \(S\), the two vectors are \((1,1)/2\) and \((-1,2)/\sqrt{10}\). So an \(H\) that is only Hermitian and invertible is not enough, even when \(S\) is a multiple of the unit matrix.

A molecular Hamiltonian normally has negative eigenvalues, so a shift is needed before the result applies to it. Choose a real \(\sigma\) below the lowest generalised eigenvalue and iterate with \(H-\sigma S\) in place of \(H\). This matrix is positive definite, and its Rayleigh quotient is \(E(x)-\sigma\), so the order of the energies is unchanged. That reduction is ordinary algebra and has no theorem of its own in the code.

In electronic-structure work with a fixed pair \(H,S\), and so not across the updates of a self-consistent field, a clear rise of the energy can come from an inaccurate linear solve, from a shift above the lowest eigenvalue, or from an overlap matrix that rounding errors have made indefinite because the basis is nearly linearly dependent.

```lean
import Mathlib

open Matrix
open scoped ComplexOrder

namespace InverseIterationEnergy

noncomputable section

variable {n : Type*} [Fintype n]

/-- The real part of the quadratic form `x† A x`. -/
def expval (A : Matrix n n ℂ) (x : n → ℂ) : ℝ := (star x ⬝ᵥ (A *ᵥ x)).re

/-- The Rayleigh quotient `x† H x / x† S x` of a trial vector in a basis with overlap matrix `S`,
meant for Hermitian `H` and `S` and for vectors with `x† S x ≠ 0`. -/
def rayleigh (H S : Matrix n n ℂ) (x : n → ℂ) : ℝ := expval H x / expval S x

/-- One step of inverse iteration, `x ↦ H⁻¹ S x`, meant for invertible `H`. -/
def invStep [DecidableEq n] (H S : Matrix n n ℂ) (x : n → ℂ) : n → ℂ := H⁻¹ *ᵥ (S *ᵥ x)

/-- A positive definite matrix has a positive quadratic form on nonzero vectors. -/
theorem expval_pos {A : Matrix n n ℂ} (hA : A.PosDef) {x : n → ℂ} (hx : x ≠ 0) :
    0 < expval A x :=
  (Complex.lt_def.mp (hA.dotProduct_mulVec_pos hx)).1

/-- For a Hermitian matrix the real part of a matrix element is unchanged when bra and ket
are exchanged. -/
theorem re_cross_symm {A : Matrix n n ℂ} (hA : A.IsHermitian) (x y : n → ℂ) :
    (star x ⬝ᵥ (A *ᵥ y)).re = (star y ⬝ᵥ (A *ᵥ x)).re := by
  have h : star x ⬝ᵥ (A *ᵥ y) = star (star y ⬝ᵥ (A *ᵥ x)) := by
    rw [Matrix.star_dotProduct x, Matrix.star_mulVec, hA.eq, ← Matrix.dotProduct_mulVec]
  rw [h, Complex.star_def, Complex.conj_re]

/-- The quadratic form of a Hermitian matrix on `x - t y`, with `t` real, is a polynomial in `t` of
degree at most two. -/
theorem expval_sub_smul {A : Matrix n n ℂ} (hA : A.IsHermitian) (x y : n → ℂ) (t : ℝ) :
    expval A (x - (t : ℂ) • y) =
      expval A x - 2 * t * (star y ⬝ᵥ (A *ᵥ x)).re + t ^ 2 * expval A y := by
  have hs := re_cross_symm hA x y
  simp only [expval, star_sub, star_smul, Matrix.mulVec_sub, Matrix.mulVec_smul,
    sub_dotProduct, dotProduct_sub, smul_dotProduct, dotProduct_smul, smul_eq_mul,
    Complex.star_def, Complex.conj_ofReal, Complex.sub_re, Complex.re_ofReal_mul, hs]
  ring

variable [DecidableEq n]

/-- For positive definite `H` and `S`, the inverse-iteration step `y` of a nonzero vector `x`
solves the linear system `H y = S x` and is nonzero. -/
theorem invStep_spec {H S : Matrix n n ℂ} (hH : H.PosDef) (hS : S.PosDef)
    {x : n → ℂ} (hx : x ≠ 0) :
    H *ᵥ invStep H S x = S *ᵥ x ∧ invStep H S x ≠ 0 := by
  have h : H *ᵥ invStep H S x = S *ᵥ x := by
    rw [invStep, Matrix.mulVec_mulVec, Matrix.mul_nonsing_inv _ hH.det_pos.ne'.isUnit,
      Matrix.one_mulVec]
  refine ⟨h, fun h0 => ?_⟩
  rw [h0, Matrix.mulVec_zero] at h
  have hp := expval_pos hS hx
  rw [expval, ← h, dotProduct_zero, Complex.zero_re] at hp
  exact lt_irrefl _ hp

/-- Exact energy drop in one step `y = H⁻¹ S x`, for `H` and `S` positive definite and `x` nonzero:
two quadratic forms, which measure how far `x` is from multiples of `y`, are divided by `x† S x` and
`y† H y` respectively and added. -/
theorem energy_drop {H S : Matrix n n ℂ} (hH : H.PosDef) (hS : S.PosDef)
    {x y : n → ℂ} (hx : x ≠ 0) (hy : y = invStep H S x) :
    rayleigh H S x - rayleigh H S y =
      expval H (x - ((expval S x / expval H y : ℝ) : ℂ) • y) / expval S x +
      expval S (x - ((expval H y / expval S y : ℝ) : ℂ) • y) / expval H y := by
  obtain ⟨hHy, hy0⟩ := invStep_spec hH hS hx
  rw [← hy] at hHy hy0
  -- the linear system turns both cross terms into diagonal ones
  have h1 : (star y ⬝ᵥ (H *ᵥ x)).re = expval S x := by
    rw [re_cross_symm hH.isHermitian y x, hHy, expval]
  have h2 : (star y ⬝ᵥ (S *ᵥ x)).re = expval H y := by
    rw [← hHy, expval]
  have hb := (expval_pos hS hx).ne'
  have hc := (expval_pos hS hy0).ne'
  have hd := (expval_pos hH hy0).ne'
  rw [expval_sub_smul hH.isHermitian, expval_sub_smul hS.isHermitian, h1, h2, rayleigh, rayleigh]
  field_simp
  ring

omit [DecidableEq n] in
/-- If `H x = E S x` with `E` real and `x† S x` has nonzero real part, the Rayleigh quotient
of `x` is `E`. -/
theorem rayleigh_of_eigen {H S : Matrix n n ℂ} {x : n → ℂ} {E : ℝ}
    (hE : H *ᵥ x = (E : ℂ) • (S *ᵥ x)) (hx : expval S x ≠ 0) : rayleigh H S x = E := by
  have h : expval H x = E * expval S x := by
    rw [expval, hE, dotProduct_smul, smul_eq_mul, Complex.re_ofReal_mul, expval]
  rw [rayleigh, h, mul_div_cancel_right₀ _ hx]

/-- Inverse iteration never raises the energy: for `H` and `S` positive definite and `x` nonzero,
the Rayleigh quotient of `H⁻¹ S x` is at most that of `x`, with equality exactly when `x` is a
generalised eigenvector, `H x = E S x`. -/
theorem inverse_iteration_energy_le {H S : Matrix n n ℂ} (hH : H.PosDef) (hS : S.PosDef)
    {x : n → ℂ} (hx : x ≠ 0) :
    rayleigh H S (invStep H S x) ≤ rayleigh H S x ∧
      (rayleigh H S (invStep H S x) = rayleigh H S x ↔
        ∃ E : ℝ, H *ᵥ x = (E : ℂ) • (S *ᵥ x)) := by
  obtain ⟨hHy, hy0⟩ := invStep_spec hH hS hx
  have drop := energy_drop hH hS hx rfl
  have nonneg : ∀ {A : Matrix n n ℂ}, A.PosDef → ∀ z, 0 ≤ expval A z := by
    intro A hA z
    by_cases hz : z = 0
    · simp [hz, expval]
    · exact (expval_pos hA hz).le
  have t1 := div_nonneg (nonneg hH (x - ((expval S x / expval H (invStep H S x) : ℝ) : ℂ) •
    invStep H S x)) (nonneg hS x)
  have t2 := div_nonneg (nonneg hS (x - ((expval H (invStep H S x) /
    expval S (invStep H S x) : ℝ) : ℂ) • invStep H S x)) (nonneg hH (invStep H S x))
  refine ⟨by linarith, fun heq => ?_, ?_⟩
  · -- no energy drop: `x` is a multiple of the new vector
    refine ⟨expval S x / expval H (invStep H S x), ?_⟩
    have hz : x - ((expval S x / expval H (invStep H S x) : ℝ) : ℂ) • invStep H S x = 0 := by
      by_contra hne
      have hpos := div_pos (expval_pos hH hne) (expval_pos hS hx)
      linarith
    have hm := congrArg (fun v => H *ᵥ v) (sub_eq_zero.mp hz)
    simp only [Matrix.mulVec_smul, hHy] at hm
    exact hm
  · -- an eigenvector is only rescaled, so the new vector has the same eigenvalue
    rintro ⟨E, hE⟩
    have hxy : x = (E : ℂ) • invStep H S x := by
      rw [invStep, ← Matrix.mulVec_smul, ← hE, Matrix.mulVec_mulVec,
        Matrix.nonsing_inv_mul _ hH.det_pos.ne'.isUnit, Matrix.one_mulVec]
    have hEy : H *ᵥ invStep H S x = (E : ℂ) • (S *ᵥ invStep H S x) := by
      rw [hHy, ← Matrix.mulVec_smul, ← hxy]
    rw [rayleigh_of_eigen hEy (expval_pos hS hy0).ne',
      rayleigh_of_eigen hE (expval_pos hS hx).ne']

/-- For `H` and `S` positive definite and a nonzero starting vector, the energies along the whole
inverse iteration form a non-increasing sequence. -/
theorem energy_antitone {H S : Matrix n n ℂ} (hH : H.PosDef) (hS : S.PosDef)
    {x : n → ℂ} (hx : x ≠ 0) :
    Antitone (fun k : ℕ => rayleigh H S ((invStep H S)^[k] x)) := by
  have hne : ∀ k : ℕ, (invStep H S)^[k] x ≠ 0 := by
    intro k
    induction k with
    | zero => exact hx
    | succ k ih =>
      rw [Function.iterate_succ_apply']
      exact (invStep_spec hH hS ih).2
  refine antitone_nat_of_succ_le fun k => ?_
  rw [Function.iterate_succ_apply']
  exact (inverse_iteration_energy_le hH hS (hne k)).1

/-- For the indefinite Hamiltonian `diag(-2, 1)` with overlap matrix `diag(2, 2)`, one step of
inverse iteration from `(1, 1)` raises the energy. -/
theorem indefinite_energy_rises :
    rayleigh !![-2, 0; 0, 1] !![2, 0; 0, 2] ![1, 1] <
      rayleigh !![-2, 0; 0, 1] !![2, 0; 0, 2]
        (invStep !![-2, 0; 0, 1] !![2, 0; 0, 2] ![1, 1]) := by
  have hdet : IsUnit (!![-2, 0; 0, 1] : Matrix (Fin 2) (Fin 2) ℂ).det := by
    simp [Matrix.det_fin_two]
  have hSx : (!![2, 0; 0, 2] : Matrix (Fin 2) (Fin 2) ℂ) *ᵥ ![1, 1] =
      !![-2, 0; 0, 1] *ᵥ ![-1, 2] := by
    ext i
    fin_cases i <;> simp [Matrix.mulVec, dotProduct, Fin.sum_univ_two]
  -- the new vector is `(-1, 2)`
  have hy : invStep !![-2, 0; 0, 1] !![2, 0; 0, 2] ![1, 1] = ![-1, 2] := by
    rw [invStep, hSx, Matrix.mulVec_mulVec, Matrix.nonsing_inv_mul _ hdet, Matrix.one_mulVec]
  rw [hy]
  norm_num [rayleigh, expval, Matrix.mulVec, dotProduct, Fin.sum_univ_two]

end

end InverseIterationEnergy
```

```lean
#print axioms InverseIterationEnergy.inverse_iteration_energy_le
#print axioms InverseIterationEnergy.energy_antitone
#print axioms InverseIterationEnergy.indefinite_energy_rises
```

```
'InverseIterationEnergy.inverse_iteration_energy_le' depends on axioms: [propext, Classical.choice, Quot.sound]
'InverseIterationEnergy.energy_antitone' depends on axioms: [propext, Classical.choice, Quot.sound]
'InverseIterationEnergy.indefinite_energy_rises' depends on axioms: [propext, Classical.choice, Quot.sound]
```

## From the linear system to the inequality in Lean

Three lemmas prepare the algebra. `expval_pos` extracts a positive real number from positive definiteness. `re_cross_symm` shows that \(x^\dagger Ay\) and \(y^\dagger Ax\) have the same real part for Hermitian \(A\), because they are complex conjugates. `expval_sub_smul` uses this to merge the two cross terms in the expansion of the quadratic form at \(x-ty\), and `ring` collects the polynomial in \(t\).

`invStep_spec` supplies \(Hy=Sx\) and \(y\neq0\). For the second part it assumes \(y=0\), which gives \(Sx=0\) and contradicts \(x^\dagger Sx>0\).

In `energy_drop`, the facts `h1` and `h2` are the two cross-term identities, and `hb`, `hc` and `hd` say that \(b\), \(c\) and \(d\) are nonzero. After the expansions have been substituted, `field_simp` clears the denominators and `ring` confirms the identity.

In the proof of the main theorem, `t1` and `t2` say that the two terms of the drop are nonnegative; `linarith` then gives the inequality. For equal energies, the proof supposes that \(x-(b/d)y\) is nonzero. The first term would then be strictly positive, which contradicts a zero drop. Applying \(H\) to \(x=(b/d)y\) produces the eigenvalue equation with \(E=b/d\). In the other direction, `hxy` is \(x=Ey\) and `hEy` is \(Hy=E\,Sy\), and `rayleigh_of_eigen` evaluates both quotients to \(E\).

For the whole sequence, an induction in `energy_antitone` shows that no iterate vanishes, so the one-step inequality applies at every `k`. The \(2\times2\) example finds the new vector by checking that \(Sx=H(-1,2)^{\mathsf T}\) and cancelling \(H\), after which `norm_num` compares the two energies.
